# For a fixed branch sequence, SP2 truncation errors at most double per later step while density and hole matrices have norm at most one

## How much can early truncations damage the final density matrix?

Suppose I represent every truncation in an SP2 (second-order spectral projection) purification by an error matrix that is added after the step, and leave open how that error came about. I then compare the truncated run with an exact run that has the same start and the same sequence of SP2 polynomials. My claim is that an error made early is amplified by at most a factor of two in each later step, provided that the iterates $X$ and their hole matrices $1-X$ keep norm at most one in both runs. The final deviation is then bounded by a weighted sum of the error norms. I would like to see this made rigorous and machine-checked, including whether the factor of two per step is really needed.

## Additive errors in a normed ring

With truncation modelled as an additive error, the matrices can be elements of any normed ring $R$, that is, a ring with a norm satisfying $\|AB\|\le\|A\|\,\|B\|$. Square matrices with the spectral norm are the case to keep in mind. Let $P$ be the common start, and let $b_k$ choose the polynomial in step $k$, counted from zero:

$$f_{\text{true}}(X)=X^2,\qquad f_{\text{false}}(X)=2X-X^2 .$$

The exact run $X_k$ and the truncated run $Y_k$ are

$$X_0=Y_0=P,\qquad X_{k+1}=f_{b_k}(X_k),\qquad Y_{k+1}=f_{b_k}(Y_k)+D_k .$$

Call $X$ unit-bounded if $\|X\|\le1$ and $\|1-X\|\le1$. For a Hermitian matrix in the spectral norm this says that all eigenvalues, the occupations, lie between zero and one.

## From one step to the weighted sum

For squaring, add and subtract $AB$:

$$A^2-B^2=A(A-B)+(A-B)B .$$

The order of the factors matters, because $A$ and $B$ need not commute. If $\|A\|\le1$ and $\|B\|\le1$, each term has norm at most $\|A-B\|$, so $\|A^2-B^2\|\le2\|A-B\|$.

The other polynomial squares the hole matrix, since $2X-X^2=1-(1-X)^2$. Therefore

$$f_{\text{false}}(X)-f_{\text{false}}(Y)=(1-Y)^2-(1-X)^2 ,$$

and the estimate for squaring applies to $1-Y$ and $1-X$, whose difference is $X-Y$. The factor is again two.

Now let $E_n=\|X_n-Y_n\|$. Subtracting the recursions gives

$$X_{n+1}-Y_{n+1}=f_{b_n}(X_n)-f_{b_n}(Y_n)-D_n,\qquad E_{n+1}\le2E_n+\|D_n\| .$$

With $E_0=0$, induction yields

$$\|X_n-Y_n\|\le\sum_{k<n}2^{\,n-1-k}\|D_k\| .$$

Indeed, doubling the sum for $n$ raises each exponent by one, and the new error enters with weight $2^0$.

In the smallest case, $n=0$, the sum is empty and both sides vanish. For $n=1$ the deviation is $-D_0$, and the bound is an equality.

Three consequences follow.

- **One threshold.** If $\|D_k\|\le\varepsilon$ for all $k<n$, the geometric sum gives $E_n\le(2^n-1)\varepsilon$.
- **A graded threshold.** If $n>0$ and $\|D_k\|\le\tau/(n\,2^{n-1-k})$, each term of the sum is at most $\tau/n$, so $E_n\le\tau$.
- **Idempotency.** Write $X=X_n$ and $Y=Y_n$. Expanding confirms that
$$Y-Y^2=(X-X^2)-\big[(X-Y)(1-X)-Y(X-Y)\big].$$
If these two matrices are unit-bounded as well, the bracket has norm at most $2\|X-Y\|$. The defect $\|Y-Y^2\|$ therefore exceeds $\|X-X^2\|$ by at most twice the weighted sum.

## A fully occupied level attains the weight in the limit of small errors

Take real numbers, $P=1$, squaring in every step, and a single error $D_0=-\delta$ with $0\le\delta\le1$. The exact run stays at $1$, while $Y_1=1-\delta$ and, after $m$ further steps, $Y_{m+1}=(1-\delta)^{2^m}$. With $N=2^m$, induction on $N$ gives

$$(1-\delta)^N\le1-N\delta+N^2\delta^2 ,$$

so the deviation is at least $N\delta-N^2\delta^2$. For any $c<N$, a positive $\delta\le1$ with $\delta\le(N-c)/(2N^2)$ makes this larger than $c\delta$. No weight below $2^m$ would therefore do for the first error in a bound that covers all branch sequences.

The bound on the truncated run is needed too. Keep $P=1$ and the squarings, but let the additive error push the occupation upwards, with $D_0=\tfrac12$ and $D_1=0$. Then $Y_1=\tfrac32$ and $Y_2=\tfrac94$, so the deviation after two steps is $\tfrac54$, whereas the weighted sum is $2\cdot\tfrac12=1$. The exact run is unit-bounded throughout, and the only condition violated is $\|Y_1\|\le1$.

## What the Lean statements say

The type `R` with `[NormedRing R]` holds the matrices, `sp2Step` is the pair of polynomials, and `b : ℕ → Bool` is the branch sequence. A single recursion, `sp2 b D P`, serves for both runs: `sp2 b D P k` is $Y_k$, and `sp2 b 0 P k`, with all errors zero, is $X_k$. The predicate `UnitBounded` contains the two norm conditions.

The main theorem, `sp2_error_le`, takes any branches, errors, start and number of steps `n`. It assumes that both runs are unit-bounded for every `k < n`, and concludes with the weighted sum above. The final matrices themselves need no bound, except in `sp2_idempotency_defect_le`, where the hypotheses run over `k ≤ n`.

Unit-boundedness is assumed and not derived. For Hermitian iterates in the spectral norm it is the physical requirement that occupations stay between zero and one, and a truncation can violate it: the $3\times3$ projector with all entries $\tfrac13$ acquires the negative eigenvalue $(1-\sqrt2)/3$ when its entries $(1,3)$ and $(3,1)$ are set to zero. It also depends on the norm, and the theorems use one and the same norm for this condition and for the errors. Both runs use the same `b`; a code that picks the polynomial from the trace might branch differently after truncation, and that situation is not covered. Nor do the theorems address sparsity, or convergence of the exact run to the desired projector.

For linear-scaling electronic structure, the result gives one sufficient way to distribute thresholds on the norm of the truncation error over a purification of fixed length, within this model of unit-bounded iterates and a shared branch sequence: tight in early steps and looser in late ones. The bound is a worst case over branch sequences and can be far above the actual deviation. For example, if a first error $-\delta$ at occupation one is followed by one step with $2X-X^2$, the deviation is only $\delta^2$, while the bound gives $2\delta$.

```lean
import Mathlib

open Finset

namespace SP2Truncation

noncomputable section

variable {R : Type*} [NormedRing R]

/-- One SP2 purification step: the branch `true` squares the matrix, the branch `false`
maps `X` to `2X - X²`. -/
def sp2Step : Bool → R → R
  | true, X => X ^ 2
  | false, X => 2 * X - X ^ 2

/-- The SP2 run started from `P` with branches `b`, where the error `D k` is added after
step `k`. The exact run has `D = 0`. -/
def sp2 (b : ℕ → Bool) (D : ℕ → R) (P : R) : ℕ → R
  | 0 => P
  | k + 1 => sp2Step (b k) (sp2 b D P k) + D k

/-- The matrix `X` and its hole counterpart `1 - X` both have norm at most one. -/
def UnitBounded (X : R) : Prop := ‖X‖ ≤ 1 ∧ ‖1 - X‖ ≤ 1

/-- Squaring at most doubles the distance between two matrices of norm at most one. -/
theorem norm_sq_sub_sq_le {A B : R} (hA : ‖A‖ ≤ 1) (hB : ‖B‖ ≤ 1) :
    ‖A ^ 2 - B ^ 2‖ ≤ 2 * ‖A - B‖ := by
  have e : A ^ 2 - B ^ 2 = A * (A - B) + (A - B) * B := by noncomm_ring
  have h1 := norm_add_le (A * (A - B)) ((A - B) * B)
  have h2 := norm_mul_le A (A - B)
  have h3 := norm_mul_le (A - B) B
  have h4 := mul_le_mul_of_nonneg_right hA (norm_nonneg (A - B))
  have h5 := mul_le_mul_of_nonneg_left hB (norm_nonneg (A - B))
  rw [e]
  linarith

/-- Either SP2 branch at most doubles the distance between two unit-bounded matrices. -/
theorem norm_sp2Step_sub_le (b : Bool) {X Y : R} (hX : UnitBounded X) (hY : UnitBounded Y) :
    ‖sp2Step b X - sp2Step b Y‖ ≤ 2 * ‖X - Y‖ := by
  cases b with
  | true => exact norm_sq_sub_sq_le hX.1 hY.1
  | false =>
    -- this branch is squaring of the hole matrix
    have e : sp2Step false X - sp2Step false Y = (1 - Y) ^ 2 - (1 - X) ^ 2 := by
      simp only [sp2Step]
      noncomm_ring
    have e' : (1 - Y) - (1 - X) = X - Y := by abel
    have h := norm_sq_sub_sq_le hY.2 hX.2
    rw [e'] at h
    rw [e]
    exact h

/-- Accumulation of truncation errors in SP2: the error made in step `k` enters the bound on
the deviation after `n` steps with the weight `2 ^ (n - 1 - k)`. -/
theorem sp2_error_le (b : ℕ → Bool) (D : ℕ → R) (P : R) (n : ℕ)
    (hX : ∀ k < n, UnitBounded (sp2 b 0 P k)) (hY : ∀ k < n, UnitBounded (sp2 b D P k)) :
    ‖sp2 b 0 P n - sp2 b D P n‖ ≤ ∑ k ∈ range n, 2 ^ (n - 1 - k) * ‖D k‖ := by
  induction n with
  | zero => simp [sp2]
  | succ n ih =>
    have ih' := ih (fun k hk => hX k (by omega)) (fun k hk => hY k (by omega))
    have hstep := norm_sp2Step_sub_le (b n) (hX n (by omega)) (hY n (by omega))
    -- the old deviation is propagated and the new error is added
    have e : sp2 b 0 P (n + 1) - sp2 b D P (n + 1)
        = (sp2Step (b n) (sp2 b 0 P n) - sp2Step (b n) (sp2 b D P n)) - D n := by
      simp only [sp2, Pi.zero_apply]
      abel
    have hs : ∑ k ∈ range (n + 1), (2 : ℝ) ^ (n + 1 - 1 - k) * ‖D k‖
        = 2 * (∑ k ∈ range n, (2 : ℝ) ^ (n - 1 - k) * ‖D k‖) + ‖D n‖ := by
      rw [sum_range_succ, mul_sum]
      congr 1
      · refine sum_congr rfl fun k hk => ?_
        have hk' := mem_range.mp hk
        have h : n + 1 - 1 - k = (n - 1 - k) + 1 := by omega
        rw [h, pow_succ]
        ring
      · simp
    have ht := norm_sub_le
      (sp2Step (b n) (sp2 b 0 P n) - sp2Step (b n) (sp2 b D P n)) (D n)
    rw [e, hs]
    linarith

/-- With unit-bounded iterates in both runs and one threshold `ε` for all steps, the deviation after
`n` steps is at most `(2 ^ n - 1) ε`. -/
theorem sp2_error_le_uniform (b : ℕ → Bool) (D : ℕ → R) (P : R) (n : ℕ) (ε : ℝ)
    (hX : ∀ k < n, UnitBounded (sp2 b 0 P k)) (hY : ∀ k < n, UnitBounded (sp2 b D P k))
    (hD : ∀ k < n, ‖D k‖ ≤ ε) :
    ‖sp2 b 0 P n - sp2 b D P n‖ ≤ (2 ^ n - 1) * ε := by
  have geom : ∀ m : ℕ, ∑ i ∈ range m, (2 : ℝ) ^ i = 2 ^ m - 1 := by
    intro m
    induction m with
    | zero => simp
    | succ m ih => rw [sum_range_succ, ih, pow_succ]; ring
  calc _ ≤ ∑ k ∈ range n, (2 : ℝ) ^ (n - 1 - k) * ‖D k‖ := sp2_error_le b D P n hX hY
    _ ≤ ∑ k ∈ range n, (2 : ℝ) ^ (n - 1 - k) * ε :=
        sum_le_sum fun k hk =>
          mul_le_mul_of_nonneg_left (hD k (mem_range.mp hk)) (by positivity)
    _ = (2 ^ n - 1) * ε := by
        rw [← sum_mul, sum_range_reflect (fun i => (2 : ℝ) ^ i) n, geom]

/-- With unit-bounded iterates in both runs, a graded threshold, tight in early steps and looser in
late ones, keeps the deviation after `n` steps within a prescribed tolerance `τ`. -/
theorem sp2_error_le_of_schedule (b : ℕ → Bool) (D : ℕ → R) (P : R) (n : ℕ) (hn : 0 < n)
    (τ : ℝ) (hX : ∀ k < n, UnitBounded (sp2 b 0 P k))
    (hY : ∀ k < n, UnitBounded (sp2 b D P k))
    (hD : ∀ k < n, ‖D k‖ ≤ τ / n / 2 ^ (n - 1 - k)) :
    ‖sp2 b 0 P n - sp2 b D P n‖ ≤ τ := by
  have hn' : (n : ℝ) ≠ 0 := by exact_mod_cast hn.ne'
  calc _ ≤ ∑ k ∈ range n, (2 : ℝ) ^ (n - 1 - k) * ‖D k‖ := sp2_error_le b D P n hX hY
    _ ≤ ∑ _k ∈ range n, τ / n := by
        refine sum_le_sum fun k hk => ?_
        have h := (le_div_iff₀ (by positivity)).mp (hD k (mem_range.mp hk))
        linarith
    _ = τ := by
        rw [sum_const, card_range, nsmul_eq_mul]
        exact mul_div_cancel₀ τ hn'

/-- The idempotency defect of the truncated run exceeds that of the exact run by at most twice the
weighted sum of the error norms, if the iterates of both runs are unit-bounded. -/
theorem sp2_idempotency_defect_le (b : ℕ → Bool) (D : ℕ → R) (P : R) (n : ℕ)
    (hX : ∀ k ≤ n, UnitBounded (sp2 b 0 P k)) (hY : ∀ k ≤ n, UnitBounded (sp2 b D P k)) :
    ‖sp2 b D P n - sp2 b D P n ^ 2‖ ≤ ‖sp2 b 0 P n - sp2 b 0 P n ^ 2‖
      + 2 * ∑ k ∈ range n, 2 ^ (n - 1 - k) * ‖D k‖ := by
  have h := sp2_error_le b D P n (fun k hk => hX k hk.le) (fun k hk => hY k hk.le)
  have hx := (hX n le_rfl).2
  have hy := (hY n le_rfl).1
  generalize sp2 b 0 P n = X at *
  generalize sp2 b D P n = Y at *
  have e : Y - Y ^ 2 = (X - X ^ 2) - ((X - Y) * (1 - X) - Y * (X - Y)) := by noncomm_ring
  have h1 := norm_sub_le (X - X ^ 2) ((X - Y) * (1 - X) - Y * (X - Y))
  have h2 := norm_sub_le ((X - Y) * (1 - X)) (Y * (X - Y))
  have h3 := norm_mul_le (X - Y) (1 - X)
  have h4 := norm_mul_le Y (X - Y)
  have h5 := mul_le_mul_of_nonneg_left hx (norm_nonneg (X - Y))
  have h6 := mul_le_mul_of_nonneg_right hy (norm_nonneg (X - Y))
  rw [e]
  linarith

/-- A single truncation error `-δ`, made in the first step. -/
def singleDrop (δ : ℝ) : ℕ → ℝ
  | 0 => -δ
  | _ + 1 => 0

/-- Repeated squaring from occupation one: the exact run stays at one, the run with a single error
`-δ` is at `(1 - δ) ^ (2 ^ k)` after `k + 1` steps, and both runs are unit-bounded. -/
theorem sp2_witness (δ : ℝ) (h0 : 0 ≤ δ) (h1 : δ ≤ 1) (k : ℕ) :
    sp2 (fun _ => true) 0 (1 : ℝ) k = 1 ∧
    sp2 (fun _ => true) (singleDrop δ) 1 (k + 1) = (1 - δ) ^ (2 ^ k) ∧
    UnitBounded (sp2 (fun _ => true) 0 (1 : ℝ) k) ∧
    UnitBounded (sp2 (fun _ => true) (singleDrop δ) 1 k) := by
  have hX : ∀ j, sp2 (fun _ => true) 0 (1 : ℝ) j = 1 := by
    intro j
    induction j with
    | zero => rfl
    | succ j ih => simp [sp2, sp2Step, ih]
  have hY : ∀ j, sp2 (fun _ => true) (singleDrop δ) 1 (j + 1) = (1 - δ) ^ (2 ^ j) := by
    intro j
    induction j with
    | zero =>
      change (1 : ℝ) ^ 2 + -δ = (1 - δ) ^ (2 ^ 0)
      rw [pow_zero, pow_one]
      ring
    | succ j ih =>
      change (sp2 (fun _ => true) (singleDrop δ) 1 (j + 1)) ^ 2 + 0 = _
      rw [ih, add_zero, pow_succ (2 : ℕ) j, pow_mul]
  have hU : ∀ x : ℝ, 0 ≤ x → x ≤ 1 → UnitBounded x := by
    intro x hx hx'
    constructor <;> rw [Real.norm_eq_abs, abs_le] <;> constructor <;> linarith
  refine ⟨hX k, hY k, ?_, ?_⟩
  · rw [hX k]
    exact hU 1 zero_le_one le_rfl
  · cases k with
    | zero => exact hU 1 zero_le_one le_rfl
    | succ j =>
      rw [hY j]
      exact hU _ (pow_nonneg (by linarith) _) (pow_le_one₀ (by linarith) (by linarith))

/-- The weight `2 ^ m` of an error followed by `m` further steps cannot be lowered: for every
`c < 2 ^ m` some single error of size `δ` leads to a deviation larger than `c δ`. -/
theorem sp2_weight_sharp (m : ℕ) (c : ℝ) (hc : c < 2 ^ m) :
    ∃ δ : ℝ, 0 < δ ∧ δ ≤ 1 ∧
      c * δ < ‖sp2 (fun _ => true) 0 (1 : ℝ) (m + 1)
        - sp2 (fun _ => true) (singleDrop δ) 1 (m + 1)‖ := by
  -- second-order upper bound on the decaying occupation
  have key : ∀ δ : ℝ, 0 ≤ δ → δ ≤ 1 → ∀ N : ℕ,
      (1 - δ) ^ N ≤ 1 - N * δ + (N : ℝ) ^ 2 * δ ^ 2 := by
    intro δ h0 h1 N
    induction N with
    | zero => simp
    | succ N ih =>
      have h := mul_le_mul_of_nonneg_right ih (sub_nonneg.mpr h1)
      have p1 : 0 ≤ (N : ℝ) ^ 2 * δ ^ 3 := by positivity
      have p2 : 0 ≤ ((N : ℝ) + 1) * δ ^ 2 := by positivity
      rw [pow_succ]
      push_cast
      nlinarith
  have hN : (0 : ℝ) < 2 ^ m := by positivity
  have hgap : 0 < (2 : ℝ) ^ m - c := sub_pos.mpr hc
  have hq : 0 < ((2 : ℝ) ^ m - c) / (2 * (2 ^ m) ^ 2) := by positivity
  obtain ⟨δ, hδ, hδ1, hδq⟩ : ∃ δ : ℝ, 0 < δ ∧ δ ≤ 1 ∧
      δ ≤ ((2 : ℝ) ^ m - c) / (2 * (2 ^ m) ^ 2) :=
    ⟨min 1 _, lt_min one_pos hq, min_le_left _ _, min_le_right _ _⟩
  refine ⟨δ, hδ, hδ1, ?_⟩
  rw [(sp2_witness δ hδ.le hδ1 (m + 1)).1, (sp2_witness δ hδ.le hδ1 m).2.1,
    Real.norm_eq_abs]
  refine lt_of_lt_of_le ?_ (le_abs_self _)
  have hk := key δ hδ.le hδ1 (2 ^ m)
  push_cast at hk
  have hs := (le_div_iff₀ (by positivity)).mp hδq
  have hpos : 0 < δ * ((2 : ℝ) ^ m - c - (2 ^ m) ^ 2 * δ) :=
    mul_pos hδ (by linarith)
  linarith

end

end SP2Truncation
```

```lean
#print axioms SP2Truncation.norm_sp2Step_sub_le
#print axioms SP2Truncation.sp2_error_le_uniform
#print axioms SP2Truncation.sp2_idempotency_defect_le
#print axioms SP2Truncation.sp2_weight_sharp
```

```
'SP2Truncation.norm_sp2Step_sub_le' depends on axioms: [propext, Classical.choice, Quot.sound]
'SP2Truncation.sp2_error_le_uniform' depends on axioms: [propext, Classical.choice, Quot.sound]
'SP2Truncation.sp2_idempotency_defect_le' depends on axioms: [propext, Classical.choice, Quot.sound]
'SP2Truncation.sp2_weight_sharp' depends on axioms: [propext, Classical.choice, Quot.sound]
```

## How the Lean proof follows the derivation

`norm_sq_sub_sq_le` is the estimate for squaring. The identity `e` is checked by `noncomm_ring`, which respects the order of the factors. The facts `h1` to `h5` are the triangle inequality, the two product inequalities and the two uses of norm at most one, and `linarith` adds them up.

`norm_sp2Step_sub_le` splits into the two branches. The `true` branch is the previous lemma. In the `false` branch, `e` rewrites the difference as one of squared hole matrices, and `e'` turns the distance between the hole matrices back into that between `X` and `Y`.

`sp2_error_le` is the induction on `n`. In the successor case, `ih'` bounds the old deviation, `hstep` doubles it, and `e` separates the propagated deviation from the new error `D n`. The equation `hs` is the recursion for the weighted sum: it splits off the last term and takes a factor of two out of the others. The exponents are natural numbers, so `omega` uses `k < n` to show that each rises by exactly one. The triangle inequality `ht` and `linarith` then give $E_{n+1}\le2E_n+\|D_n\|$ in summed form.

The two threshold theorems start from this bound and estimate it term by term. `sp2_error_le_uniform` reverses the order of summation with `sum_range_reflect` and evaluates the geometric sum by `geom`. In `sp2_error_le_of_schedule`, the weight cancels the power of two in the threshold, which leaves `n` equal terms `τ / n`.

`sp2_idempotency_defect_le` replaces the final matrices by the letters `X` and `Y`, checks the identity for $Y-Y^2$ with `noncomm_ring`, and bounds the two products using $\|1-X\|\le1$ and $\|Y\|\le1$.

`sp2_witness` treats the fully occupied level, with `singleDrop δ` as its error sequence. Its inner facts `hX` and `hY` give the closed forms of the two runs by induction, and `hU` shows that every real number between zero and one is unit-bounded. The example therefore satisfies the hypotheses of the main theorem.

`sp2_weight_sharp` proves the second-order inequality as `key`, again by induction. It takes `δ` as the minimum of $1$ and $(2^m-c)/(2\cdot(2^m)^2)$, inserts the closed forms from the witness, and applies `key` with $N=2^m$. The fact `hpos` states that $\delta\,(2^m-c-(2^m)^2\delta)$ is positive; this is a lower bound for the margin by which the deviation exceeds $c\delta$.
